# Fermi-Dirac occupations of two levels as rational functions of the half-gap Boltzmann factor

Two levels have real energies `ev` and `ec`, in either order, and each is given the Fermi-Dirac occupation 1/(1 + exp((e − μ)/T)) at a common chemical potential μ and temperature T > 0, with Boltzmann's constant set to one. Write a for exp(−(ec − ev)/(2T)) and x for the exponential of (μ − (ev + ec)/2)/T, which measures μ from the midpoint of the two energies. The theorem `occupations` says that the level at `ev` has occupation x/(x + a) and the level at `ec` has occupation ax/(1 + ax). The proof first writes the exponentials in the two occupations as a/x and (ax)⁻¹, then applies two algebraic identities for positive reals, `alg1` and `alg2`.

The failing Lean file:

```lean
import Mathlib

open Filter Topology

namespace Occupations

noncomputable section

/-- Fermi-Dirac occupation of a level of energy `e` at chemical potential `μ` and
temperature `T ≠ 0`, in units with Boltzmann constant one. -/
def fermi (e μ T : ℝ) : ℝ := 1 / (1 + Real.exp ((e - μ) / T))

/-- The Boltzmann factor of half the gap, at temperature `T ≠ 0`. -/
def halfGapFactor (ev ec T : ℝ) : ℝ := Real.exp (-(ec - ev) / (2 * T))

variable {gv gc ev ec μ T : ℝ}

/-- For `T > 0`, both occupations are rational functions of the half-gap Boltzmann factor
and of the exponential of the chemical potential measured from midgap in units of `T`. -/
theorem occupations (hT : 0 < T) :
    fermi ev μ T = Real.exp ((μ - (ev + ec) / 2) / T) /
      (Real.exp ((μ - (ev + ec) / 2) / T) + halfGapFactor ev ec T) ∧
    fermi ec μ T = halfGapFactor ev ec T * Real.exp ((μ - (ev + ec) / 2) / T) /
      (1 + halfGapFactor ev ec T * Real.exp ((μ - (ev + ec) / 2) / T)) := by
  have h1 : Real.exp ((ev - μ) / T) =
      halfGapFactor ev ec T / Real.exp ((μ - (ev + ec) / 2) / T) := by
    rw [halfGapFactor, ← Real.exp_sub]
    congr 1
    field_simp
    ring
  have h2 : Real.exp ((ec - μ) / T) =
      (halfGapFactor ev ec T * Real.exp ((μ - (ev + ec) / 2) / T))⁻¹ := by
    rw [halfGapFactor, ← Real.exp_add, ← Real.exp_neg]
    congr 1
    field_simp
    ring
  have alg1 : ∀ a x : ℝ, 0 < a → 0 < x → 1 / (1 + a / x) = x / (x + a) := by
    intro a x ha hx
    field_simp
  have alg2 : ∀ y : ℝ, 0 < y → 1 / (1 + y⁻¹) = y / (1 + y) := by
    intro y hy
    rw [div_eq_div_iff (by positivity) (by positivity), mul_add, mul_one,
      mul_inv_cancel₀ hy.ne']
    ring
  have ha : 0 < halfGapFactor ev ec T := Real.exp_pos _
  constructor
  · rw [fermi, h1, alg1 _ _ ha (Real.exp_pos _)]
  · rw [fermi, h2, alg2 _ (mul_pos ha (Real.exp_pos _))]

end

end Occupations
```

The error:

```
Main.lean:43:6: error: Tactic `rewrite` failed: Did not find an occurrence of the pattern
  y * y⁻¹
in the target expression
  1 + 1 * y = y * (1 + y⁻¹)

ev ec μ T : ℝ
hT : 0 < T
h1 : Real.exp ((ev - μ) / T) = halfGapFactor ev ec T / Real.exp ((μ - (ev + ec) / 2) / T)
h2 : Real.exp ((ec - μ) / T) = (halfGapFactor ev ec T * Real.exp ((μ - (ev + ec) / 2) / T))⁻¹
alg1 : ∀ (a x : ℝ), 0 < a → 0 < x → 1 / (1 + a / x) = x / (x + a)
y : ℝ
hy : 0 < y
⊢ 1 + 1 * y = y * (1 + y⁻¹)
```

What went wrong. The error is in `alg2`, the identity 1/(1 + y⁻¹) = y/(1 + y) for y > 0. Cross-multiplying with `div_eq_div_iff` gives `1 * (1 + y) = y * (1 + y⁻¹)`. The next rewrite, `mul_add`, was needed on the right, but `rw` fixes the lemma's variables at the first match it finds, here the product on the left, and rewrites only instances of that. After `mul_one` the goal is `1 + 1 * y = y * (1 + y⁻¹)`, as the message shows. The right side is still not multiplied out, so it contains no `y * y⁻¹` for `mul_inv_cancel₀` to rewrite.

The repair keeps the cross-multiplication and replaces the other rewrites and the final `ring` with `linear_combination`. This is given the equation `y * y⁻¹ = 1` with coefficient −1, and it checks by ring algebra that the difference between the two sides of the goal is −1 times the difference between the two sides of that equation. Both differences are multiplied out in the check, so the product no longer has to appear in the goal as written.

Fix (accepted with no message):

```diff
@@ -40,7 +40,6 @@
   have alg2 : ∀ y : ℝ, 0 < y → 1 / (1 + y⁻¹) = y / (1 + y) := by
     intro y hy
-    rw [div_eq_div_iff (by positivity) (by positivity), mul_add, mul_one,
-      mul_inv_cancel₀ hy.ne']
-    ring
+    rw [div_eq_div_iff (by positivity) (by positivity)]
+    linear_combination (-1 : ℝ) * (mul_inv_cancel₀ hy.ne')
   have ha : 0 < halfGapFactor ev ec T := Real.exp_pos _
   constructor
```
